# Integration by parts for rotation-invariant averages on the unit sphere

The theorem `by_parts` concerns a real linear functional `A` on real polynomials in n variables that behaves like the average over the unit sphere: it sends 1 to 1, treats r² as 1, and vanishes on whatever a rotation generator x_i ∂_j − x_j ∂_i produces. These generators are, up to a constant factor, the components of orbital angular momentum. For p homogeneous of degree d, the theorem says that (d + n − 1) A(x_i p) = A(∂_i p). The attempt applies the generators x_j ∂_i − x_i ∂_j to x_j p, sums over j, simplifies the sum with Euler's identity ∑ x_j ∂_j p = d p, and then applies `A`.

Lean 4 with Mathlib refuses this proof:

```lean
import Mathlib

open MvPolynomial

namespace ByParts

noncomputable section

variable {n : ℕ}

/-- The generator `x_i ∂_j - x_j ∂_i` of rotations in the plane of the axes `i` and `j`. -/
def rot (i j : Fin n) (p : MvPolynomial (Fin n) ℝ) : MvPolynomial (Fin n) ℝ :=
  X i * pderiv j p - X j * pderiv i p

/-- The squared radius `r² = ∑ x_i²`. -/
def rSq (n : ℕ) : MvPolynomial (Fin n) ℝ := ∑ i, X i ^ 2

/-- A normalised linear functional on polynomials that sees `r²` as `1` and annihilates
everything produced by a rotation generator. -/
structure IsSphereAverage (A : MvPolynomial (Fin n) ℝ →ₗ[ℝ] ℝ) : Prop where
  norm_one : A 1 = 1
  on_sphere : ∀ p, A (rSq n * p) = A p
  invariant : ∀ i j p, A (rot i j p) = 0

variable {A B : MvPolynomial (Fin n) ℝ →ₗ[ℝ] ℝ}

/-- Integration by parts on the sphere: for `p` homogeneous of degree `d`, the average of
`x_i p` times `d + n - 1` is the average of `∂_i p`. -/
theorem by_parts (hA : IsSphereAverage A) (i : Fin n) {p : MvPolynomial (Fin n) ℝ} {d : ℕ}
    (hp : p.IsHomogeneous d) :
    ((d : ℝ) + n - 1) * A (X i * p) = A (pderiv i p) := by
  have term : ∀ j, rot j i (X j * p) = X j ^ 2 * pderiv i p + (if j = i then X i * p else 0)
      - X i * p - X i * (X j * pderiv j p) := by
    intro j
    simp only [rot, pderiv_mul, pderiv_X_self]
    by_cases h : j = i
    · subst h
      rw [pderiv_X_self, if_pos rfl]
      ring
    · rw [pderiv_X_of_ne h, if_neg h]
      ring
  -- sum over all planes containing the axis `i`, and use Euler's identity
  have key : ∑ j, rot j i (X j * p)
      = rSq n * pderiv i p + X i * p - n • (X i * p) - d • (X i * p) := by
    rw [Finset.sum_congr rfl (fun j _ => term j), Finset.sum_sub_distrib,
      Finset.sum_sub_distrib, Finset.sum_add_distrib, ← Finset.sum_mul, ← Finset.mul_sum,
      hp.sum_X_mul_pderiv, mul_smul_comm]
    simp [rSq]
  have h0 : A (∑ j, rot j i (X j * p)) = 0 := by
    rw [map_sum]
    exact Finset.sum_eq_zero fun j _ => hA.invariant _ _ _
  rw [key, map_sub, map_sub, map_add, hA.on_sphere, map_nsmul, map_nsmul, nsmul_eq_mul,
    nsmul_eq_mul] at h0
  linear_combination -h0

end

end ByParts
```

Lean reports:

```
Main.lean:47:6: error: Tactic `rewrite` failed: Did not find an occurrence of the pattern
  ∑ i, X i * (pderiv i) p
in the target expression
  ((∑ i, X i ^ 2) * (pderiv i) p + ∑ x, if x = i then X i * p else 0) - X i * ∑ i, p - ∑ x, X i * (X x * (pderiv x) p) =
    rSq n * (pderiv i) p + X i * p - n • (X i * p) - d • (X i * p)

n : ℕ
A : MvPolynomial (Fin n) ℝ →ₗ[ℝ] ℝ
hA : IsSphereAverage A
i : Fin n
p : MvPolynomial (Fin n) ℝ
d : ℕ
hp : p.IsHomogeneous d
term :
  ∀ (j : Fin n),
    rot j i (X j * p) = (X j ^ 2 * (pderiv i) p + if j = i then X i * p else 0) - X i * p - X i * (X j * (pderiv j) p)
⊢ ((∑ i, X i ^ 2) * (pderiv i) p + ∑ x, if x = i then X i * p else 0) - X i * ∑ i, p - ∑ x, X i * (X x * (pderiv x) p) =
    rSq n * (pderiv i) p + X i * p - n • (X i * p) - d • (X i * p)
```

The error says that `rw` cannot find Euler's sum, the left side of `hp.sum_X_mul_pderiv`. The step before it, `← Finset.mul_sum`, was meant to pull `X i` out of the last sum, `∑ x, X i * (X x * pderiv x p)`. But the sum of the constant term `X i * p` has the same shape, a fixed factor times a summand, and it was matched first. The goal shows the result: `X i * ∑ i, p` has been factored, while in the last sum `X i` is still inside. A single `rw` step rewrites only instances of the pattern it has settled on, so the last sum was left alone and Euler's sum never appeared by itself.

The repair proves the evaluation of that last sum separately, as `euler`. There it is the only sum on the left side, so `← Finset.mul_sum` factors the right one, and Euler's identity and `mul_smul_comm` finish the job. In `key`, rewriting with `euler` names the intended sum exactly. The constant sum stays as it was, and `simp [rSq]` deals with it.

The repair, with which the file compiles:

```diff
@@ -41,9 +41,10 @@
       ring
   -- sum over all planes containing the axis `i`, and use Euler's identity
+  have euler : ∑ j, X i * (X j * pderiv j p) = d • (X i * p) := by
+    rw [← Finset.mul_sum, hp.sum_X_mul_pderiv, mul_smul_comm]
   have key : ∑ j, rot j i (X j * p)
       = rSq n * pderiv i p + X i * p - n • (X i * p) - d • (X i * p) := by
     rw [Finset.sum_congr rfl (fun j _ => term j), Finset.sum_sub_distrib,
-      Finset.sum_sub_distrib, Finset.sum_add_distrib, ← Finset.sum_mul, ← Finset.mul_sum,
-      hp.sum_X_mul_pderiv, mul_smul_comm]
+      Finset.sum_sub_distrib, Finset.sum_add_distrib, ← Finset.sum_mul, euler]
     simp [rSq]
   have h0 : A (∑ j, rot j i (X j * p)) = 0 := by
```
